# With unit bond densities and zero host density, the many-body term of square-root embedding is an alternating binomial sum

In an embedding model, the many-body term of a finite cluster of neighbours is the inclusion-exclusion sum of the embedding function over all subclusters, each evaluated at the host density plus the bond densities of its members. The lemma `sqrtBodyTerm_eq` takes the embedding function to be the square root, every bond density to be 1 and the host density to be 0. It states that the term of a cluster of n neighbours is then the sum over k from 0 to n of (−1)^(n−k) · C(n,k) · √k, so that it depends only on n. The proof writes the summand as a function of the subcluster's size, groups the subclusters by size, and then compares the two sums term by term.

This version doesn't compile in Lean 4 with Mathlib:

```lean
import Mathlib

open Finset

namespace SqrtBodyTermEq

noncomputable section

/-- The many-body term of a cluster `T` of neighbours with bond densities `ρ`, for the embedding
function `F` and host density `x`: the inclusion-exclusion sum of `F` over all subclusters. -/
def clusterTerm {ι : Type*} (F : ℝ → ℝ) (ρ : ι → ℝ) (T : Finset ι) (x : ℝ) : ℝ :=
  ∑ S ∈ T.powerset, (-1) ^ (T.card + S.card) * F (x + ∑ j ∈ S, ρ j)

/-- The `n`-neighbour term of square-root embedding with unit bond densities and no host density. -/
def sqrtBodyTerm (n : ℕ) : ℝ :=
  ∑ k ∈ range (n + 1), (-1) ^ (n - k) * (n.choose k : ℝ) * √(k : ℝ)

variable {ι : Type*} [DecidableEq ι] {ρ : ι → ℝ}

omit [DecidableEq ι] in
/-- With unit bond densities and no host density, the many-body term of a cluster under
square-root embedding is the binomial sum for its number of neighbours. -/
theorem sqrtBodyTerm_eq (T : Finset ι) :
    sqrtBodyTerm T.card = clusterTerm Real.sqrt (fun _ => 1) T 0 := by
  have e : clusterTerm Real.sqrt (fun _ => 1) T 0
      = ∑ S ∈ T.powerset, (fun k : ℕ => (-1 : ℝ) ^ (T.card + k) * √(k : ℝ)) S.card := by
    simp [clusterTerm]
  -- group the subclusters by their number of neighbours
  rw [e, sum_powerset_apply_card, sqrtBodyTerm]
  apply sum_congr rfl
  intro k hk
  have hk' : k ≤ T.card := Nat.lt_succ_iff.mp (mem_range.mp hk)
  have hpow : (-1 : ℝ) ^ (T.card + k) = (-1) ^ (T.card - k) := by
    rw [show T.card + k = (T.card - k) + 2 * k by omega, pow_add, pow_mul]
    simp
  simp only [nsmul_eq_mul, hpow]
  ring

end

end SqrtBodyTermEq
```

Compiling this gives:

```
Main.lean:29:9: error: Tactic `rewrite` failed: Did not find an occurrence of the pattern
  ∑ m ∈ powerset ?x, ?f #m
in the target expression
  sqrtBodyTerm #T = ∑ S ∈ T.powerset, (fun k => (-1) ^ (#T + k) * √↑k) #S

ι : Type u_1
T : Finset ι
e : clusterTerm Real.sqrt (fun x => 1) T 0 = ∑ S ∈ T.powerset, (fun k => (-1) ^ (#T + k) * √↑k) #S
⊢ sqrtBodyTerm #T = ∑ S ∈ T.powerset, (fun k => (-1) ^ (#T + k) * √↑k) #S
```

What went wrong. The error says that `rw` found no instance of the left side of `sum_powerset_apply_card`, a sum over a powerset with summand `?f #m`. To the eye the target has this shape, with the `fun k => …` applied to `#S`. But `?f` is still unknown, and in unification Lean beta-reduces that application, which leaves a product with `#S` inside both factors. To recover `?f`, Lean would have to abstract the product over `#S`. Its pattern unification does this only when the unknown is applied to bound variables, and `#m` is a compound term, so the match fails.

The repair gives the function to `sum_powerset_apply_card` explicitly, so `?f` need not be inferred. `e` now states the grouped sum over `range (T.card + 1)` directly. `Eq.trans` uses the lemma for the last step to that sum, and leaves `simp [clusterTerm]` to show that the cluster term equals the powerset sum. Since `e` now includes the grouping, the failing rewrite is dropped from `rw`. The reworded comment is mere tidying.

This version goes through:

```diff
@@ -24,8 +24,11 @@
     sqrtBodyTerm T.card = clusterTerm Real.sqrt (fun _ => 1) T 0 := by
   have e : clusterTerm Real.sqrt (fun _ => 1) T 0
-      = ∑ S ∈ T.powerset, (fun k : ℕ => (-1 : ℝ) ^ (T.card + k) * √(k : ℝ)) S.card := by
+      = ∑ k ∈ range (T.card + 1),
+        T.card.choose k • ((-1 : ℝ) ^ (T.card + k) * √(k : ℝ)) := by
+    refine Eq.trans ?_ (sum_powerset_apply_card
+      (fun k : ℕ => (-1 : ℝ) ^ (T.card + k) * √(k : ℝ)))
     simp [clusterTerm]
-  -- group the subclusters by their number of neighbours
-  rw [e, sum_powerset_apply_card, sqrtBodyTerm]
+  -- the subclusters are now grouped by their number of neighbours
+  rw [e, sqrtBodyTerm]
   apply sum_congr rfl
   intro k hk
```
